# Ordered moment estimates of the plasmon energy for a finite spectrum of positive frequencies

**Q:** You want to estimate the plasmon energy of an electron gas from frequency moments of its density excitations, and you begin by replacing the spectrum with finitely many sharp lines. Why should I accept that as physics?

**A:** It is the spectrum of a finite system treated in a finite basis. Fix a wave vector $q$ and set $\hbar=1$, so that energies and frequencies are the same numbers. Line $j$ has frequency $w_j$, usually written $\omega_j$, and weight $s_j$, the squared matrix element of the density fluctuation between the ground state and excited state $j$. In Lean the lines are labelled by a finite type `ι`, and `s` and `w` are real functions on it. Two labels may carry the same frequency, so degeneracy is allowed.

```lean
import Mathlib

open Finset

namespace PlasmonMomentBounds

noncomputable section

variable {ι : Type*} [Fintype ι] {s w : ι → ℝ}
```

The moments are $m_p=\sum_j s_j w_j^p$ for integer $p$. The weights need not sum to one.

```lean
/-- The moment `m_p = ∑ s_j w_j ^ p` of a discrete excitation spectrum with weights `s_j` and
frequencies `w_j`; for negative `p` it is meant for nonzero frequencies. -/
def moment (s w : ι → ℝ) (p : ℤ) : ℝ := ∑ j, s j * w j ^ p
```

**Q:** Which moments matter for the plasmon?

**A:** Four of them. For the exact spectrum, $m_{-1}$ is fixed by the static density response, $m_0$ by the static structure factor, $m_1$ by the f-sum rule, and $m_3$ by the third-moment sum rule. The moments of a finite-basis spectrum generally match these exact values only approximately, but the inequalities below don't use the sum rules. They give three estimates, whose Lean names are labels chosen here and not textbook terms. The first is $\sqrt{m_1/m_{-1}}$:

```lean
/-- The estimate `√(m₁ / m₋₁)` of the plasmon energy, for positive weights and frequencies and at
least one excitation. -/
def staticEnergy (s w : ι → ℝ) : ℝ := √(moment s w 1 / moment s w (-1))
```

The second is the mean frequency $m_1/m_0$, which is Feynman's estimate:

```lean
/-- The estimate `m₁ / m₀` of the plasmon energy, the weighted mean frequency, for positive
weights and at least one excitation. -/
def meanEnergy (s w : ι → ℝ) : ℝ := moment s w 1 / moment s w 0
```

The third is $\sqrt{m_3/m_1}$:

```lean
/-- The estimate `√(m₃ / m₁)` of the plasmon energy, for positive weights and frequencies and at
least one excitation. -/
def cubicEnergy (s w : ι → ℝ) : ℝ := √(moment s w 3 / moment s w 1)
```

A common factor in all the weights cancels from each of them.

**Q:** And what do you claim about these three numbers?

**A:** For at least one line, with all $s_j>0$ and $w_j>0$,

$$\min_j w_j\le\sqrt{\frac{m_1}{m_{-1}}}\le\frac{m_1}{m_0}\le\sqrt{\frac{m_3}{m_1}}\le\max_j w_j,$$

and each of the two middle inequalities is an equality exactly when all frequencies coincide.

**Q:** Positive frequencies I can accept: every excitation costs energy above the ground state. But many states have no density matrix element at all. Why not allow $s_j=0$?

**A:** Because the equality criterion would fail. Add a line of zero weight at a new frequency to a single visible line: the moments don't change and the estimates still agree, yet the frequencies differ. Requiring $s_j>0$ means that we list only the states that the density operator reaches.

The proof uses two small facts, $x^{p+2}=x^p x^2$ for $x\neq0$, and $\sqrt x=y\iff x=y^2$ for nonnegative $x$ and $y$:

```lean
private theorem zpow_two_step {x : ℝ} (hx : x ≠ 0) (p : ℤ) : x ^ (p + 2) = x ^ p * x ^ 2 := by
  have h : p + 2 = p + 1 + 1 := by ring
  rw [h, zpow_add_one₀ hx, zpow_add_one₀ hx]
  ring

private theorem sqrt_eq_iff_sq {x y : ℝ} (hx : 0 ≤ x) (hy : 0 ≤ y) : √x = y ↔ x = y ^ 2 :=
  ⟨fun h => by rw [← h, Real.sq_sqrt hx], fun h => by rw [h, Real.sqrt_sq hy]⟩
```

Since there is at least one line, every moment is a nonempty sum of positive terms. That makes the later divisions legitimate.

```lean
/-- With positive weights and frequencies and at least one excitation, every moment is
positive. -/
theorem moment_pos [Nonempty ι] (hs : ∀ j, 0 < s j) (hw : ∀ j, 0 < w j) (p : ℤ) :
    0 < moment s w p :=
  Finset.sum_pos (fun j _ => mul_pos (hs j) (zpow_pos (hw j) p)) univ_nonempty
```

**Q:** Where does the ordering come from?

**A:** From the spread of the frequencies. Write the products of moments as double sums and symmetrise in $i$ and $j$:

$$\begin{aligned}2(m_pm_{p+2}-m_{p+1}^2)&=\sum_{i,j}s_is_j\left(w_i^pw_j^{p+2}+w_i^{p+2}w_j^p-2w_i^{p+1}w_j^{p+1}\right)\\&=\sum_{i,j}s_is_j\,w_i^pw_j^p\,(w_i-w_j)^2.\end{aligned}$$

Lean does the same. `Finset.sum_mul_sum` produces the double sums, and `ring` compares them term by term. The identity needs only nonzero frequencies.

```lean
/-- For nonzero frequencies, the gap between `m_p m_{p+2}` and `m_{p+1}²` is a weighted sum of
squared frequency differences over all pairs of excitations. -/
theorem moment_gap (hw : ∀ j, w j ≠ 0) (p : ℤ) :
    2 * (moment s w p * moment s w (p + 2) - moment s w (p + 1) ^ 2) =
      ∑ i, ∑ j, s i * s j * (w i ^ p * w j ^ p) * (w i - w j) ^ 2 := by
  have h : 2 * (moment s w p * moment s w (p + 2) - moment s w (p + 1) ^ 2) =
      moment s w p * moment s w (p + 2) + moment s w (p + 2) * moment s w p
        - 2 * (moment s w (p + 1) * moment s w (p + 1)) := by ring
  rw [h]
  unfold moment
  -- write the products of sums as double sums and compare term by term
  simp only [Finset.sum_mul_sum]
  simp only [Finset.mul_sum, ← Finset.sum_add_distrib, ← Finset.sum_sub_distrib]
  refine Finset.sum_congr rfl fun i _ => Finset.sum_congr rfl fun j _ => ?_
  rw [zpow_two_step (hw i), zpow_two_step (hw j), zpow_add_one₀ (hw i), zpow_add_one₀ (hw j)]
  ring
```

For positive weights and frequencies the factor in front of each square is positive:

```lean
omit [Fintype ι] in
private theorem pair_pos (hs : ∀ j, 0 < s j) (hw : ∀ j, 0 < w j) (p : ℤ) (i j : ι) :
    0 < s i * s j * (w i ^ p * w j ^ p) :=
  mul_pos (mul_pos (hs i) (hs j)) (mul_pos (zpow_pos (hw i) p) (zpow_pos (hw j) p))
```

So the right-hand side is nonnegative, and $m_{p+1}^2\le m_pm_{p+2}$.

```lean
/-- For positive weights and frequencies, the square of a moment is at most the product of its
two neighbours. -/
theorem moment_sq_le (hs : ∀ j, 0 < s j) (hw : ∀ j, 0 < w j) (p : ℤ) :
    moment s w (p + 1) ^ 2 ≤ moment s w p * moment s w (p + 2) := by
  have hg := moment_gap (s := s) (fun j => (hw j).ne') p
  have hn : 0 ≤ ∑ i, ∑ j, s i * s j * (w i ^ p * w j ^ p) * (w i - w j) ^ 2 :=
    Finset.sum_nonneg fun i _ => Finset.sum_nonneg fun j _ =>
      mul_nonneg (pair_pos hs hw p i j).le (sq_nonneg _)
  linarith
```

**Q:** And equality?

**A:** Then the double sum vanishes. Its terms are nonnegative, so each one is zero, and the positive factor leaves $(w_i-w_j)^2=0$. Lean applies `Finset.sum_eq_zero_iff_of_nonneg` twice, once for each sum. Conversely, if all frequencies coincide, every term is zero.

```lean
/-- For positive weights and frequencies, the square of a moment equals the product of its two
neighbours exactly when all frequencies coincide. -/
theorem moment_sq_eq_iff (hs : ∀ j, 0 < s j) (hw : ∀ j, 0 < w j) (p : ℤ) :
    moment s w (p + 1) ^ 2 = moment s w p * moment s w (p + 2) ↔ ∀ i j, w i = w j := by
  have hg := moment_gap (s := s) (fun j => (hw j).ne') p
  have hn : ∀ i j, 0 ≤ s i * s j * (w i ^ p * w j ^ p) * (w i - w j) ^ 2 := fun i j =>
    mul_nonneg (pair_pos hs hw p i j).le (sq_nonneg _)
  constructor
  · intro h i j
    -- a vanishing sum of nonnegative terms vanishes term by term
    have hz : ∑ i, ∑ j, s i * s j * (w i ^ p * w j ^ p) * (w i - w j) ^ 2 = 0 := by linarith
    have h0 := (Finset.sum_eq_zero_iff_of_nonneg
      (fun i _ => Finset.sum_nonneg fun j _ => hn i j)).1 hz i (mem_univ i)
    have h1 := (Finset.sum_eq_zero_iff_of_nonneg (fun j _ => hn i j)).1 h0 j (mem_univ j)
    have h2 := (mul_eq_zero.1 h1).resolve_left (pair_pos hs hw p i j).ne'
    exact sub_eq_zero.1 ((pow_eq_zero_iff two_ne_zero).1 h2)
  · intro h
    have hz : ∑ i, ∑ j, s i * s j * (w i ^ p * w j ^ p) * (w i - w j) ^ 2 = 0 :=
      Finset.sum_eq_zero fun i _ => Finset.sum_eq_zero fun j _ => by
        rw [sub_eq_zero.2 (h i j)]
        ring
    linarith
```

**Q:** That compares neighbouring moments. How do the smallest and largest frequencies enter?

**A:** Line by line. If $0\le a\le w_j\le b$ for all $j$, then $a^2s_jw_j^p\le s_jw_j^{p+2}\le b^2s_jw_j^p$. Summing over $j$ gives

$$a^2m_p\le m_{p+2}\le b^2m_p.$$

```lean
/-- If all frequencies are positive and lie between `a ≥ 0` and `b`, and the weights are positive,
then raising the order of a moment by two multiplies it by a factor between `a²` and `b²`. -/
theorem moment_between (hs : ∀ j, 0 < s j) (hw : ∀ j, 0 < w j) {a b : ℝ} (ha : 0 ≤ a)
    (hab : ∀ j, a ≤ w j ∧ w j ≤ b) (p : ℤ) :
    a ^ 2 * moment s w p ≤ moment s w (p + 2) ∧
      moment s w (p + 2) ≤ b ^ 2 * moment s w p := by
  unfold moment
  rw [Finset.mul_sum, Finset.mul_sum]
  constructor <;> refine Finset.sum_le_sum fun j _ => ?_ <;> rw [zpow_two_step (hw j).ne']
  · have c := mul_pos (hs j) (zpow_pos (hw j) p)
    linarith [mul_le_mul_of_nonneg_left (pow_le_pow_left₀ ha (hab j).1 2) c.le]
  · have c := mul_pos (hs j) (zpow_pos (hw j) p)
    linarith [mul_le_mul_of_nonneg_left (pow_le_pow_left₀ (hw j).le (hab j).2 2) c.le]
```

**Q:** The last two estimates involve $m_0$, $m_1$ and $m_3$, which are not three consecutive moments.

**A:** So $m_2$ has to be eliminated. The cases $p=0$ and $p=1$ give $m_1^2\le m_0m_2$ and $m_2^2\le m_1m_3$, and they combine through

$$m_1(m_0^2m_3-m_1^3)=m_0^2(m_1m_3-m_2^2)+(m_0m_2-m_1^2)(m_0m_2+m_1^2).$$

Both terms on the right are nonnegative and $m_1>0$, so $m_1^3\le m_0^2m_3$. If equality holds, both terms vanish. Since $m_0m_2+m_1^2>0$, the second gives $m_1^2=m_0m_2$, and all frequencies coincide. If they coincide, both brackets of differences are zero and equality follows.

In the code, `t1` and `t2` state that the two terms are nonnegative, and `linear_combination` handles the converse.

```lean
/-- For positive weights and frequencies and at least one excitation, `m₁³ ≤ m₀² m₃`, with
equality exactly when all frequencies coincide. -/
theorem moment_cube_le [Nonempty ι] (hs : ∀ j, 0 < s j) (hw : ∀ j, 0 < w j) :
    moment s w 1 ^ 3 ≤ moment s w 0 ^ 2 * moment s w 3 ∧
      (moment s w 1 ^ 3 = moment s w 0 ^ 2 * moment s w 3 ↔ ∀ i j, w i = w j) := by
  have p0 := moment_pos hs hw 0
  have p1 := moment_pos hs hw 1
  have p2 := moment_pos hs hw 2
  have ha : moment s w 1 ^ 2 ≤ moment s w 0 * moment s w 2 := moment_sq_le hs hw 0
  have hb : moment s w 2 ^ 2 ≤ moment s w 1 * moment s w 3 := moment_sq_le hs hw 1
  have ea : moment s w 1 ^ 2 = moment s w 0 * moment s w 2 ↔ ∀ i j, w i = w j :=
    moment_sq_eq_iff hs hw 0
  have eb : moment s w 2 ^ 2 = moment s w 1 * moment s w 3 ↔ ∀ i j, w i = w j :=
    moment_sq_eq_iff hs hw 1
  generalize moment s w 0 = m0 at *
  generalize moment s w 1 = m1 at *
  generalize moment s w 2 = m2 at *
  generalize moment s w 3 = m3 at *
  -- m₁ (m₀² m₃ - m₁³) is the sum of these two nonnegative terms
  have t1 : 0 ≤ m0 ^ 2 * (m1 * m3 - m2 ^ 2) := mul_nonneg (sq_nonneg _) (sub_nonneg.2 hb)
  have hp : 0 < m0 * m2 + m1 ^ 2 := by positivity
  have t2 : 0 ≤ (m0 * m2 - m1 ^ 2) * (m0 * m2 + m1 ^ 2) :=
    mul_nonneg (sub_nonneg.2 ha) hp.le
  refine ⟨le_of_mul_le_mul_left (by linarith) p1, fun h => ea.1 ?_, fun h => ?_⟩
  · have e : m1 * (m0 ^ 2 * m3 - m1 ^ 3) = 0 := by rw [h]; ring
    have hz : (m0 * m2 - m1 ^ 2) * (m0 * m2 + m1 ^ 2) = 0 := le_antisymm (by linarith) t2
    linarith [(mul_eq_zero.1 hz).resolve_right hp.ne']
  · refine mul_left_cancel₀ p1.ne' ?_
    linear_combination (m1 ^ 2 + m0 * m2) * ea.2 h + m0 ^ 2 * eb.2 h
```

**Q:** Now assemble the chain for the energies.

**A:** There are four steps, in the order of the inequalities.

1. With $a=\min_j w_j$ and $p=-1$, we have $a^2m_{-1}\le m_1$. Divide by $m_{-1}$ and take the root.
2. The case $p=-1$ of the moment inequality is $m_0^2\le m_{-1}m_1$. Multiply by $m_1$ and divide by $m_{-1}m_0^2$ to get $m_1/m_{-1}\le(m_1/m_0)^2$, then take the root.
3. Divide $m_1^3\le m_0^2m_3$ by $m_0^2m_1$ to get $(m_1/m_0)^2\le m_3/m_1$, then take the root.
4. With $b=\max_j w_j$ and $p=1$, we have $m_3\le b^2m_1$. Divide by $m_1$ and take the root.

In the theorem, `univ.inf' univ_nonempty w` is the smallest frequency and `univ.sup' univ_nonempty w` the largest. The hypotheses `hs` and `hw` are the positivity of weights and frequencies, and `[Nonempty ι]` says that there is at least one line. Lean removes the roots with `Real.le_sqrt'` and `Real.sqrt_le_iff`, then clears the positive denominators.

```lean
/-- For positive weights and frequencies and at least one excitation, the three moment estimates
of the plasmon energy are ordered and lie between the smallest and the largest frequency. -/
theorem plasmon_moment_bounds [Nonempty ι] (hs : ∀ j, 0 < s j) (hw : ∀ j, 0 < w j) :
    univ.inf' univ_nonempty w ≤ staticEnergy s w ∧
      staticEnergy s w ≤ meanEnergy s w ∧
      meanEnergy s w ≤ cubicEnergy s w ∧
      cubicEnergy s w ≤ univ.sup' univ_nonempty w := by
  have pm := moment_pos hs hw (-1)
  have p0 := moment_pos hs hw 0
  have p1 := moment_pos hs hw 1
  have hmin : 0 < univ.inf' univ_nonempty w := (Finset.lt_inf'_iff _).2 fun j _ => hw j
  have hab : ∀ j, univ.inf' univ_nonempty w ≤ w j ∧ w j ≤ univ.sup' univ_nonempty w :=
    fun j => ⟨Finset.inf'_le w (mem_univ j), Finset.le_sup' w (mem_univ j)⟩
  have hmax : 0 ≤ univ.sup' univ_nonempty w :=
    (hw (Classical.arbitrary ι)).le.trans (hab _).2
  refine ⟨?_, ?_, ?_, ?_⟩
  · rw [staticEnergy, Real.le_sqrt' hmin, le_div_iff₀ pm]
    have h := (moment_between hs hw hmin.le hab (-1)).1
    rw [show (-1 : ℤ) + 2 = 1 by norm_num] at h
    exact h
  · have h := moment_sq_le hs hw (-1)
    rw [show (-1 : ℤ) + 1 = 0 by norm_num, show (-1 : ℤ) + 2 = 1 by norm_num] at h
    rw [staticEnergy, meanEnergy, Real.sqrt_le_iff]
    refine ⟨(div_pos p1 p0).le, ?_⟩
    rw [div_pow, div_le_div_iff₀ pm (pow_pos p0 2)]
    linarith [mul_le_mul_of_nonneg_left h p1.le]
  · rw [meanEnergy, cubicEnergy, Real.le_sqrt' (div_pos p1 p0), div_pow,
      div_le_div_iff₀ (pow_pos p0 2) p1]
    linarith [(moment_cube_le hs hw).1]
  · rw [cubicEnergy, Real.sqrt_le_iff]
    refine ⟨hmax, ?_⟩
    rw [div_le_iff₀ p1]
    have h := (moment_between hs hw hmin.le hab 1).2
    rw [show (1 : ℤ) + 2 = 3 by norm_num] at h
    exact h
```

**Q:** Do the equality cases survive the roots and the divisions?

**A:** Yes, because each of those steps is reversible for positive numbers. Squaring $\sqrt{m_1/m_{-1}}=m_1/m_0$ and clearing denominators gives $m_1m_0^2=m_1^2m_{-1}$. Cancelling $m_1$ leaves $m_0^2=m_{-1}m_1$, the equality case for $p=-1$. In the same way, $m_1/m_0=\sqrt{m_3/m_1}$ becomes $m_1^3=m_0^2m_3$. The condition `∀ i j, w i = w j` is the Lean form of "all frequencies coincide".

```lean
/-- For positive weights and frequencies and at least one excitation, two neighbouring moment
estimates of the plasmon energy agree exactly when all frequencies coincide. -/
theorem plasmon_estimates_eq_iff [Nonempty ι] (hs : ∀ j, 0 < s j) (hw : ∀ j, 0 < w j) :
    (staticEnergy s w = meanEnergy s w ↔ ∀ i j, w i = w j) ∧
      (meanEnergy s w = cubicEnergy s w ↔ ∀ i j, w i = w j) := by
  have pm := moment_pos hs hw (-1)
  have p0 := moment_pos hs hw 0
  have p1 := moment_pos hs hw 1
  have p3 := moment_pos hs hw 3
  constructor
  · have e := moment_sq_eq_iff hs hw (-1)
    rw [show (-1 : ℤ) + 1 = 0 by norm_num, show (-1 : ℤ) + 2 = 1 by norm_num] at e
    rw [← e, staticEnergy, meanEnergy, sqrt_eq_iff_sq (div_pos p1 pm).le (div_pos p1 p0).le,
      div_pow, div_eq_div_iff pm.ne' (pow_pos p0 2).ne']
    constructor
    · intro h
      refine mul_left_cancel₀ p1.ne' ?_
      linear_combination h
    · intro h
      linear_combination moment s w 1 * h
  · rw [← (moment_cube_le hs hw).2, eq_comm, cubicEnergy, meanEnergy,
      sqrt_eq_iff_sq (div_pos p3 p1).le (div_pos p1 p0).le,
      div_pow, div_eq_div_iff p1.ne' (pow_pos p0 2).ne']
    constructor <;> intro h <;> linear_combination -h

end

end PlasmonMomentBounds
```

```lean
#print axioms PlasmonMomentBounds.plasmon_moment_bounds
#print axioms PlasmonMomentBounds.plasmon_estimates_eq_iff
```

```
'PlasmonMomentBounds.plasmon_moment_bounds' depends on axioms: [propext, Classical.choice, Quot.sound]
'PlasmonMomentBounds.plasmon_estimates_eq_iff' depends on axioms: [propext, Classical.choice, Quot.sound]
```

**Q:** What happens if there is only one line?

**A:** Then $m_p=s\,w^p$, where $s$ and $w$ are its weight and frequency. All three estimates equal $w$, as do the minimum and the maximum, so the whole chain collapses to one number. This is the picture of a single plasmon that carries all the weight.

**Q:** In a real electron gas the plasmon shares its weight with electron–hole pairs. Do your bounds then locate the plasmon?

**A:** No. They order three estimates and place them within the range of the listed frequencies; they don't say which line is the plasmon or how close an estimate comes to it. The step left to you is the passage from a finite list to the continuous spectrum of the infinite gas, where sums become integrals and the moments must be finite.

**Q:** Then where is the result of use?

**A:** In a response calculation that returns finitely many excitations with positive frequencies and weights, the three estimates computed from that list must appear in this order. A gap between neighbouring estimates shows that the weight is spread over more than one frequency.
